# The number of sequences of n A-to-B bonds with a given total shift of unit cell

Three kinds of bond lead from an A site to a B site, and they change the unit cell by (0, 0), (1, 0) and (0, 1). The theorem `oneWay_eq` counts the ordered sequences of n such bonds, each taken from A to B, whose changes add up to (j, k), with j and k natural numbers. Their number is the product of binomials C(n, j + k) · C(j + k, j), which is zero when j + k exceeds n. The proof is by induction on n: it splits off the first bond, which gives a recurrence with three terms, and matches this with Pascal's rule.

An attempt in Lean 4 with a fault in it:

```lean
import Mathlib

open Finset
open scoped Nat

namespace OneWayEq

/-- Change of unit cell along each of the three bonds that lead from an A site to a B site. -/
def bond : Fin 3 → ℤ × ℤ := ![(0, 0), (1, 0), (0, 1)]

/-- Total change of unit cell produced by a sequence of `n` bonds, each taken from A to B. -/
def shift {n : ℕ} (a : Fin n → Fin 3) : ℤ × ℤ := ∑ i, bond (a i)

/-- Number of sequences of `n` bonds whose total shift is `r`. -/
def oneWay (n : ℕ) (r : ℤ × ℤ) : ℕ :=
  (univ.filter fun a : Fin n → Fin 3 => shift a = r).card

/-- A sum over sequences of `n + 1` bonds splits into the choice of the first bond and a sum
over the remaining `n` bonds. -/
theorem sum_shift_succ {M : Type*} [AddCommMonoid M] {n : ℕ} (F : ℤ × ℤ → M) :
    ∑ a : Fin (n + 1) → Fin 3, F (shift a) =
      ∑ c, ∑ a : Fin n → Fin 3, F (bond c + shift a) := by
  rw [← (Fin.consEquiv (fun _ : Fin (n + 1) => Fin 3)).sum_comp, Fintype.sum_prod_type]
  refine sum_congr rfl fun c _ => sum_congr rfl fun a _ => congrArg F ?_
  exact Fin.sum_univ_succ _

/-- After `n` bonds the shift has natural coordinates `j`, `k` with `j + k ≤ n`. -/
theorem exists_shift_eq (n : ℕ) : ∀ a : Fin n → Fin 3,
    ∃ j k : ℕ, j + k ≤ n ∧ shift a = ((j : ℤ), (k : ℤ)) := by
  induction n with
  | zero => exact fun a => ⟨0, 0, le_rfl, by simp [shift, Prod.ext_iff]⟩
  | succ n ih =>
    intro a
    have hs : shift a = bond (a 0) + shift (fun i => a i.succ) := Fin.sum_univ_succ _
    obtain ⟨j, k, h, e⟩ := ih (fun i => a i.succ)
    rw [e] at hs
    generalize a 0 = c at hs
    fin_cases c
    · exact ⟨j, k, by omega, by rw [hs]; simp [bond]⟩
    · exact ⟨j + 1, k, by omega, by rw [hs]; simp [bond, add_comm]⟩
    · exact ⟨j, k + 1, by omega, by rw [hs]; simp [bond, add_comm]⟩

/-- No sequence of `n` bonds has a shift with a negative coordinate or with coordinates that
add up to more than `n`. -/
theorem oneWay_eq_zero {n : ℕ} {x y : ℤ} (h : x < 0 ∨ y < 0 ∨ (n : ℤ) < x + y) :
    oneWay n (x, y) = 0 := by
  rw [oneWay, Finset.card_eq_zero, Finset.filter_eq_empty_iff]
  intro a _ ha
  obtain ⟨j, k, hjk, hs⟩ := exists_shift_eq n a
  rw [hs, Prod.mk.injEq] at ha
  omega

/-- The number of sequences of `n` bonds with shift `(j, k)` is a product of two binomials. -/
theorem oneWay_eq (n j k : ℕ) :
    oneWay n ((j : ℤ), (k : ℤ)) = n.choose (j + k) * (j + k).choose j := by
  induction n generalizing j k with
  | zero =>
    rcases Nat.eq_zero_or_pos (j + k) with h | h
    · obtain ⟨rfl, rfl⟩ : j = 0 ∧ k = 0 := by omega
      simp [oneWay, shift]
    · rw [oneWay_eq_zero (by omega), Nat.choose_eq_zero_of_lt h, zero_mul]
  | succ n ih =>
    -- the first bond is one of three
    have hrec : ∀ x y : ℤ, oneWay (n + 1) (x, y) =
        oneWay n (x, y) + oneWay n (x - 1, y) + oneWay n (x, y - 1) := by
      intro x y
      simp only [oneWay, Finset.card_filter]
      refine (sum_shift_succ (fun s => if s = (x, y) then 1 else 0)).trans ?_
      rw [Fin.sum_univ_three]
      simp only [← eq_sub_iff_add_eq']
      simp [bond]
    have h0 : ∀ y, oneWay n (((0 : ℕ) : ℤ) - 1, y) = 0 := fun y => oneWay_eq_zero (by omega)
    have h1 : ∀ x, oneWay n (x, ((0 : ℕ) : ℤ) - 1) = 0 := fun x => oneWay_eq_zero (by omega)
    have hs : ∀ l : ℕ, ((l + 1 : ℕ) : ℤ) - 1 = l := fun l => by omega
    -- Pascal's rule in each case
    cases j with
    | zero =>
      cases k with
      | zero => rw [hrec, h0, h1, ih 0 0]; simp
      | succ k =>
        rw [hrec, h0, hs k, ih 0 (k + 1), ih 0 k]
        simp only [zero_add, Nat.choose_zero_right, mul_one, add_zero]
        rw [Nat.choose_succ_succ' n k, add_comm]
    | succ j =>
      cases k with
      | zero =>
        rw [hrec, h1, hs j, ih (j + 1) 0, ih j 0]
        simp only [add_zero, Nat.choose_self, mul_one]
        rw [Nat.choose_succ_succ' n j, add_comm]
      | succ k =>
        rw [hrec, hs j, hs k, ih (j + 1) (k + 1), ih j (k + 1), ih (j + 1) k,
          show j + 1 + (k + 1) = j + k + 1 + 1 by ring, show j + (k + 1) = j + k + 1 by ring,
          show j + 1 + k = j + k + 1 by ring, Nat.choose_succ_succ' n (j + k + 1),
          Nat.choose_succ_succ' (j + k + 1) j]
        ring

end OneWayEq
```

Lean reports:

```
Main.lean:59:4: error: unsolved goals
case zero.inl
h : 0 + 0 = 0
⊢ #(if 0 = (0, 0) then {default} else ∅) = 1
```

The error is in the base case, n = 0 with j = k = 0, where one has to show that exactly one empty sequence has shift (0, 0). `simp [oneWay, shift]` gets most of the way. The empty sum becomes `0`, and the set to be counted becomes `{default}`, which holds just the empty sequence, if `0 = (0, 0)`, and `∅` otherwise. There it stops, and the case ends with its goal unsolved.

The condition is true, but its left side is the zero of `ℤ × ℤ` written as a single `0`, while its right side is an explicit pair. `simp` did not reduce this equation to `True`, so it could not choose a branch of the `if`.

The repair adds `Prod.ext_iff`, which says that two pairs are equal exactly when their first components agree and their second components agree. The condition then becomes two equations `0 = 0` between integers, which `simp` settles. The `if` reduces to `{default}`, which has one element, and the goal closes.

Lean accepts the file once it reads:

```diff
@@ -58,5 +58,5 @@
     rcases Nat.eq_zero_or_pos (j + k) with h | h
     · obtain ⟨rfl, rfl⟩ : j = 0 ∧ k = 0 := by omega
-      simp [oneWay, shift]
+      simp [oneWay, shift, Prod.ext_iff]
     · rw [oneWay_eq_zero (by omega), Nat.choose_eq_zero_of_lt h, zero_mul]
   | succ n ih =>
```
